# The Cartesian gradient formula for f(r) H/r^l and the factorisation of the radial Laplacian

## Physical setting

To evaluate a matrix element of the momentum operator −iħ∇ between two orbitals of a single particle in a central field, one differentiates a product of a radial function and an angular function, and sorts the result by angular momentum so that the angular integral can be done. The gradient formula performs this sorting: each Cartesian derivative of an orbital of angular momentum l splits into a part with l+1 and a part with l−1 (the latter absent when l = 0), each with its own first-order radial operator.

A point of space is x = (x₀, x₁, x₂), with length r = √(x₀² + x₁² + x₂²), and ∂_i is the partial derivative along x_i for i = 0, 1, 2. A real polynomial H is a solid harmonic of degree l if it is homogeneous of degree l and ΔH = 0, where Δ = ∂₀² + ∂₁² + ∂₂². Then H/r^l depends on direction alone and is an unnormalised real spherical harmonic, and the orbital is f(r) H/r^l with a real radial function f.

## Statement

Define three radial operators and one polynomial:

D⁺(l) f = f′ − l f/r

D⁻(l) f = f′ + (l+1) f/r

L(l) f = f″ + 2f′/r − l(l+1) f/r²

A_i = x_i H − r² ∂_iH/(2l+1)

(1) For x ≠ 0, f differentiable at r, a natural number l, any polynomial H and each i, the function f(r) H/r^l has a partial derivative at x, given by

∂_i[f(r) H/r^l] = (D⁺(l) f)(r) · A_i/r^(l+1) + (D⁻(l) f)(r) · r^(1−l) ∂_iH/(2l+1).

(2) For r ≠ 0, real l, and f and f′ differentiable at r,

D⁻(l+1) D⁺(l) f = L(l) f and D⁺(l−1) D⁻(l) f = L(l) f at r,

where D⁻(l+1) = d/dr + (l+2)/r and D⁺(l−1) = d/dr − (l−1)/r.

(3) If H is a solid harmonic of degree l, then A_i is a solid harmonic of degree l+1. If H is a solid harmonic of degree l+1, then ∂_iH is a solid harmonic of degree l. The polynomial x₀x₁ is a solid harmonic of degree 2.

## Derivation

From ∂_i r² = 2x_i and r > 0 it follows that ∂_i r = x_i/r. The chain, product and quotient rules give

∂_i[f H/r^l] = f′ x_i H/r^(l+1) + f ∂_iH/r^l − l f x_i H/r^(l+2)

= (f′ − l f/r) x_i H/r^(l+1) + f ∂_iH/r^l.

Insert x_i H = A_i + r² ∂_iH/(2l+1) in the first term and write the second as (2l+1)(f/r) r^(1−l) ∂_iH/(2l+1). The terms in ∂_iH collect to

[f′ − l f/r + (2l+1) f/r] r^(1−l) ∂_iH/(2l+1),

and the bracket is f′ + (l+1) f/r. This is (1). Neither homogeneity nor ΔH = 0 was used.

For (2), put g = f′ − l f/r, so that g′ = f″ − l f′/r + l f/r². Then

g′ + (l+2) g/r = f″ + 2f′/r + [l − l(l+2)] f/r² = L(l) f.

Put k = f′ + (l+1) f/r, so that k′ = f″ + (l+1) f′/r − (l+1) f/r². Then

k′ − (l−1) k/r = f″ + 2f′/r − (l+1)[1 + (l−1)] f/r² = L(l) f.

For (3), let H be a solid harmonic of degree l and P = ∂_iH. Partial derivatives commute, so ΔP = ∂_i ΔH = 0, and for l ≥ 1 the polynomial P is homogeneous of degree l−1; this is the second claim, with l+1 renamed l. The product rule gives

Δ(x_i H) = 2∂_iH + x_i ΔH = 2P,

Δ(r² P) = 6P + 4 Σ_j x_j ∂_jP + r² ΔP.

Euler's identity Σ_j x_j ∂_jH = l H, differentiated along x_i, reads

P + Σ_j x_j ∂_jP = l P.

Hence Δ(r² P) = 6P + 4(l−1)P = 2(2l+1)P, and ΔA_i = 2P − 2P = 0. Both x_i H and r² P are homogeneous of degree l+1 when l ≥ 1. When l = 0, H is a constant, P = 0 and A_i = x_i H, so (1) reduces to ∂_i[f H] = f′ H x_i/r.

For H = x₀x₁, l = 2 and i = 0, one has ∂₀H = x₁ and A₀ = x₀²x₁ − r² x₁/5, so

∂₀[f x₀x₁/r²] = (f′ − 2f/r)(x₀²x₁ − r² x₁/5)/r³ + (f′ + 3f/r) x₁/(5r).

Both sides of (1) are linear in H, so the d orbital with angular part normalised on the unit sphere, √(15/(4π)) x₀x₁/r², obeys the same equation multiplied by that constant; its value comes from an integral over the sphere that the Lean file does not contain.

## What the formal version assumes

A point is `x : Fin 3 → ℝ`, and r is `radius x`, written out as the square root of the sum of squares. Polynomials have type `Poly`, the coordinate x_i is `X i`, r² as a polynomial is `rsq`, the formal derivative is `pderiv i`, and `eval x H` is the value H(x). The predicate `HasPartial F v x i` says that the function obtained from `F` by varying coordinate i, with the other two fixed at their values in x, has derivative `v` at `x i`. The operators D⁺, D⁻ and L are `raiseOp`, `lowerOp` and `radialLaplacian`, and A_i is `raised l i H`.

In `gradient_formula` the hypotheses are `hx : x ≠ 0` and differentiability of f at the single number `radius x`. The exponent `1 - (l : ℤ)` is an integer, negative for l ≥ 2. The degree l is not tied to H in this theorem. The reading of the two terms as angular momenta l+1 and l−1 comes from `raised_solidHarmonic` and `pderiv_solidHarmonic`, which assume `IsSolidHarmonic`. The zero polynomial satisfies that predicate for every degree, so these theorems do not assert that A_i or ∂_iH is nonzero; for H = x₀x₁, for example, ∂₂H = 0 and the second term of (1) is absent.

In `radial_factorisation`, l is any real number and r any nonzero real number, with f and `deriv f` differentiable at r. Lean sets `deriv f s` to zero where f has no derivative, so `deriv f` is the physicist's f′ near r when f is differentiable on a neighbourhood of r.

The gradient formula of angular momentum theory is usually written with normalised complex spherical harmonics coupled to unit vectors by Clebsch–Gordan coefficients. The theorems below treat real polynomials one Cartesian component at a time, with no magnetic quantum number, no norms of A_i or ∂_iH and no integrals. For a solid harmonic H of degree l and a twice differentiable f, Δ[f(r) H/r^l] = (L(l) f)(r) H/r^l away from the origin, and this is why L(l) is called the radial Laplacian here. No theorem below proves that identity: L(l) enters by its definition. The origin is excluded.

```lean
import Mathlib

open MvPolynomial

namespace GradientFormula

noncomputable section

/-- Real polynomials in the three Cartesian coordinates. -/
abbrev Poly := MvPolynomial (Fin 3) ℝ

/-- The Euclidean length `r` of the position vector. -/
def radius (x : Fin 3 → ℝ) : ℝ := √(∑ j, x j ^ 2)

/-- The polynomial `r² = x² + y² + z²`. -/
def rsq : Poly := ∑ j, X j ^ 2

/-- The field `F` has partial derivative `v` along coordinate `i` at the point `x`. -/
def HasPartial (F : (Fin 3 → ℝ) → ℝ) (v : ℝ) (x : Fin 3 → ℝ) (i : Fin 3) : Prop :=
  HasDerivAt (fun t => F (Function.update x i t)) v (x i)

/-- The radial operator `d/dr - l/r`. -/
def raiseOp (l : ℝ) (f : ℝ → ℝ) (r : ℝ) : ℝ := deriv f r - l * f r / r

/-- The radial operator `d/dr + (l+1)/r`. -/
def lowerOp (l : ℝ) (f : ℝ → ℝ) (r : ℝ) : ℝ := deriv f r + (l + 1) * f r / r

/-- The radial operator `d²/dr² + (2/r) d/dr - l(l+1)/r²`. -/
def radialLaplacian (l : ℝ) (f : ℝ → ℝ) (r : ℝ) : ℝ :=
  deriv (deriv f) r + 2 * deriv f r / r - l * (l + 1) * f r / r ^ 2

/-- The polynomial `A_i = x_i H - r² ∂_i H / (2l+1)`. -/
def raised (l : ℕ) (i : Fin 3) (H : Poly) : Poly :=
  X i * H - C (1 / (2 * (l : ℝ) + 1)) * (rsq * pderiv i H)

/-- The Laplacian of a polynomial. -/
def laplacian (P : Poly) : Poly := ∑ j, pderiv j (pderiv j P)

/-- A solid harmonic of degree `l`: a homogeneous polynomial of degree `l` with zero Laplacian. -/
def IsSolidHarmonic (l : ℕ) (H : Poly) : Prop := H.IsHomogeneous l ∧ laplacian H = 0

/-- Partial derivatives of a polynomial commute. -/
theorem pderiv_swap (i j : Fin 3) (P : Poly) :
    pderiv i (pderiv j P) = pderiv j (pderiv i P) := by
  have hX : ∀ a b k : Fin 3, pderiv a (pderiv b (X k : Poly)) = 0 := by
    intro a b k
    by_cases h : k = b
    · rw [h, pderiv_X_self]; exact Derivation.map_one_eq_zero _
    · rw [pderiv_X_of_ne h, map_zero]
  induction P using MvPolynomial.induction_on with
  | C a => simp only [pderiv_C, map_zero]
  | add p q hp hq => simp only [map_add, hp, hq]
  | mul_X p k hp => simp only [pderiv_mul, map_add, hX, hp]; ring

/-- The formal partial derivative of a polynomial gives the partial derivative of its values. -/
theorem hasPartial_eval (P : Poly) (x : Fin 3 → ℝ) (i : Fin 3) :
    HasPartial (fun y => eval y P) (eval x (pderiv i P)) x i := by
  show HasDerivAt (fun t => eval (Function.update x i t) P) (eval x (pderiv i P)) (x i)
  induction P using MvPolynomial.induction_on with
  | C a => simp only [eval_C, pderiv_C, map_zero]; exact hasDerivAt_const _ _
  | add p q hp hq => simp only [map_add]; exact hp.fun_add hq
  | mul_X p k hp =>
    have hk : HasDerivAt (fun t => Function.update x i t k)
        (eval x (pderiv i (X k : Poly))) (x i) := by
      by_cases h : k = i
      · rw [h]
        simp only [Function.update_self, pderiv_X_self, map_one]
        exact hasDerivAt_id' _
      · simp only [Function.update_of_ne h, pderiv_X_of_ne h, map_zero]
        exact hasDerivAt_const _ _
    have := hp.fun_mul hk
    simp only [Function.update_eq_self] at this
    simp only [pderiv_mul, map_add, map_mul, eval_X]
    exact this

/-- `∂_i r² = 2 x_i`. -/
theorem pderiv_rsq (i : Fin 3) : pderiv i rsq = 2 * X i := by
  unfold rsq
  rw [map_sum, Finset.sum_eq_single i]
  · rw [sq, pderiv_mul, pderiv_X_self]; ring
  · intro j _ h; rw [sq, pderiv_mul, pderiv_X_of_ne h]; ring
  · intro h; exact absurd (Finset.mem_univ i) h

/-- Away from the origin `r > 0` and `∂_i r = x_i / r`. -/
theorem hasPartial_radius {x : Fin 3 → ℝ} (hx : x ≠ 0) (i : Fin 3) :
    0 < radius x ∧ HasPartial radius (x i / radius x) x i := by
  obtain ⟨k, hk⟩ := Function.ne_iff.mp hx
  have hk' : x k ≠ 0 := hk
  have hs : 0 < ∑ j, x j ^ 2 :=
    Finset.sum_pos' (fun j _ => sq_nonneg _) ⟨k, Finset.mem_univ k, by positivity⟩
  refine ⟨Real.sqrt_pos.mpr hs, ?_⟩
  have he : ∀ y : Fin 3 → ℝ, eval y rsq = ∑ j, y j ^ 2 := by intro y; simp [rsq]
  have hv : eval x (pderiv i rsq) = 2 * x i := by
    rw [pderiv_rsq, two_mul (X i : Poly), map_add, eval_X, two_mul]
  have h : HasDerivAt (fun t => eval (Function.update x i t) rsq) (eval x (pderiv i rsq))
      (x i) := hasPartial_eval rsq x i
  have h2 := h.sqrt (by simp only [Function.update_eq_self, he]; exact hs.ne')
  simp only [Function.update_eq_self, he, hv] at h2
  exact h2.congr_deriv (mul_div_mul_left _ _ two_ne_zero)

/-- For `x ≠ 0`, `f` differentiable at `r` and any polynomial `H`, `∂_i [f(r) H / r^l]` equals
`(f' - l f/r) A_i / r^(l+1) + (f' + (l+1) f/r) r^(1-l) ∂_i H / (2l+1)`. -/
theorem gradient_formula {x : Fin 3 → ℝ} (hx : x ≠ 0) {f : ℝ → ℝ}
    (hf : DifferentiableAt ℝ f (radius x)) (l : ℕ) (H : Poly) (i : Fin 3) :
    HasPartial (fun y => f (radius y) * eval y H / radius y ^ l)
      (raiseOp l f (radius x) * eval x (raised l i H) / radius x ^ (l + 1)
        + lowerOp l f (radius x) * radius x ^ (1 - (l : ℤ)) * eval x (pderiv i H)
          / (2 * l + 1)) x i := by
  obtain ⟨hr, hR⟩ := hasPartial_radius hx i
  have hr0 : radius x ≠ 0 := hr.ne'
  have hR' : HasDerivAt (fun t => radius (Function.update x i t)) (x i / radius x) (x i) := hR
  have hH : HasDerivAt (fun t => eval (Function.update x i t) H) (eval x (pderiv i H)) (x i) :=
    hasPartial_eval H x i
  -- chain rule for f(r)
  have hf' : HasDerivAt f (deriv f (radius x)) (radius (Function.update x i (x i))) := by
    rw [Function.update_eq_self]; exact hf.hasDerivAt
  have hfR : HasDerivAt (fun t => f (radius (Function.update x i t)))
      (deriv f (radius x) * (x i / radius x)) (x i) :=
    HasDerivAt.comp (h := fun t => radius (Function.update x i t)) (x i) hf' hR'
  -- product and quotient rules
  have h := (hfR.fun_mul hH).fun_div (hR'.fun_pow l)
    (by simp only [Function.update_eq_self]; exact pow_ne_zero _ hr0)
  simp only [Function.update_eq_self] at h
  refine h.congr_deriv ?_
  have hp : ∀ n : ℕ, (n : ℝ) * radius x ^ (n - 1) = n * radius x ^ n / radius x := by
    intro n
    cases n with
    | zero => simp
    | succ n => rw [Nat.add_sub_cancel, pow_succ (radius x) n]; field_simp
  have hsq : eval x rsq = radius x ^ 2 := by
    rw [radius, Real.sq_sqrt (Finset.sum_nonneg fun j _ => sq_nonneg _)]; simp [rsq]
  have hA : eval x (raised l i H)
      = x i * eval x H - radius x ^ 2 * eval x (pderiv i H) / (2 * l + 1) := by
    simp only [raised, map_sub, map_mul, eval_X, eval_C, hsq]; ring
  have hc : (2 * (l : ℝ) + 1) ≠ 0 := by positivity
  have hq := pow_ne_zero l hr0
  rw [hp, hA, zpow_sub₀ hr0, zpow_one, zpow_natCast, pow_succ (radius x) l]
  unfold raiseOp lowerOp
  generalize radius x ^ l = q at hq ⊢
  field_simp
  ring

/-- For `r ≠ 0` and `f`, `f'` differentiable at `r`, both `(d/dr + (l+2)/r)(d/dr - l/r) f` and
`(d/dr - (l-1)/r)(d/dr + (l+1)/r) f` equal `f'' + 2f'/r - l(l+1) f/r²`. -/
theorem radial_factorisation {f : ℝ → ℝ} {r : ℝ} (hr : r ≠ 0) (hf : DifferentiableAt ℝ f r)
    (hf2 : DifferentiableAt ℝ (deriv f) r) (l : ℝ) :
    lowerOp (l + 1) (raiseOp l f) r = radialLaplacian l f r ∧
      raiseOp (l - 1) (lowerOp l f) r = radialLaplacian l f r := by
  have key : ∀ c : ℝ, HasDerivAt (fun s => deriv f s + c * f s / s)
      (deriv (deriv f) r + (c * deriv f r * r - c * f r * 1) / r ^ 2) r := fun c =>
    hf2.hasDerivAt.fun_add ((hf.hasDerivAt.const_mul c).fun_div (hasDerivAt_id' r) hr)
  have e : raiseOp l f = fun s => deriv f s + (-l) * f s / s := by
    funext s; unfold raiseOp; ring
  have h1 : deriv (raiseOp l f) r
      = deriv (deriv f) r + (-l * deriv f r * r - -l * f r * 1) / r ^ 2 := by
    rw [e]; exact (key (-l)).deriv
  have h2 : deriv (lowerOp l f) r
      = deriv (deriv f) r + ((l + 1) * deriv f r * r - (l + 1) * f r * 1) / r ^ 2 :=
    (key (l + 1)).deriv
  constructor
  · unfold lowerOp; rw [h1]; unfold raiseOp radialLaplacian; field_simp; ring
  · unfold raiseOp; rw [h2]; unfold lowerOp radialLaplacian; field_simp; ring

/-- The Laplacian commutes with each partial derivative. -/
theorem laplacian_pderiv (i : Fin 3) (H : Poly) :
    laplacian (pderiv i H) = pderiv i (laplacian H) := by
  unfold laplacian
  rw [map_sum]
  refine Finset.sum_congr rfl fun j _ => ?_
  rw [pderiv_swap j i H, pderiv_swap j i (pderiv j H)]

/-- If `H` is a solid harmonic of degree `l+1`, then `∂_i H` is a solid harmonic of degree `l`. -/
theorem pderiv_solidHarmonic {l : ℕ} {H : Poly} (h : IsSolidHarmonic (l + 1) H) (i : Fin 3) :
    IsSolidHarmonic l (pderiv i H) := by
  have hH : H.IsHomogeneous (l + 1) := h.1
  have hP : (pderiv i H).IsHomogeneous (l + 1 - 1) := hH.pderiv
  exact ⟨hP, by rw [laplacian_pderiv, h.2, map_zero]⟩

/-- If `H` is a solid harmonic of degree `l`, then `A_i` is a solid harmonic of degree `l+1`. -/
theorem raised_solidHarmonic {l : ℕ} {H : Poly} (h : IsSolidHarmonic l H) (i : Fin 3) :
    IsSolidHarmonic (l + 1) (raised l i H) := by
  have hH : H.IsHomogeneous l := h.1
  have hP : (pderiv i H).IsHomogeneous (l - 1) := hH.pderiv
  have hδ1 : ∑ j, pderiv i (X j : Poly) * pderiv j H = pderiv i H := by
    rw [Finset.sum_eq_single i]
    · rw [pderiv_X_self, one_mul]
    · intro j _ hj; rw [pderiv_X_of_ne hj, zero_mul]
    · intro hj; exact absurd (Finset.mem_univ i) hj
  have hδ2 : ∑ j, pderiv j (X i : Poly) * pderiv j H = pderiv i H := by
    rw [Finset.sum_eq_single i]
    · rw [pderiv_X_self, one_mul]
    · intro j _ hj; rw [pderiv_X_of_ne (Ne.symm hj), zero_mul]
    · intro hj; exact absurd (Finset.mem_univ i) hj
  -- the Euler identity, differentiated once
  have hE : pderiv i H + ∑ j, X j * pderiv j (pderiv i H) = (l : Poly) * pderiv i H := by
    have h1 := congrArg (fun Q : Poly => pderiv i Q) hH.sum_X_mul_pderiv
    have hs : ∀ j, pderiv i (pderiv j H) = pderiv j (pderiv i H) := fun j => pderiv_swap i j H
    simp only [map_sum, map_nsmul, pderiv_mul, Finset.sum_add_distrib, hs] at h1
    rwa [hδ1, nsmul_eq_mul] at h1
  constructor
  · have hr : rsq.IsHomogeneous 2 :=
      IsHomogeneous.sum Finset.univ _ 2 fun j _ => (isHomogeneous_X ℝ j).pow 2
    have ha : (X i * H).IsHomogeneous (l + 1) := by
      rw [add_comm]; exact (isHomogeneous_X ℝ i).mul hH
    have hq : (rsq * pderiv i H).IsHomogeneous (l + 1) := by
      cases l with
      | zero =>
        rw [hP.sum_X_mul_pderiv] at hE
        have h0 : pderiv i H = 0 := by simpa using hE
        rw [h0, mul_zero]
        exact (homogeneousSubmodule (Fin 3) ℝ _).zero_mem
      | succ n =>
        have e : n + 1 + 1 = 2 + (n + 1 - 1) := by omega
        rw [e]; exact hr.mul hP
    exact (homogeneousSubmodule (Fin 3) ℝ (l + 1)).sub_mem ha (hq.C_mul _)
  · have hX : ∀ j, pderiv j (pderiv j (X i : Poly)) = 0 := by
      intro j
      by_cases hj : i = j
      · rw [hj, pderiv_X_self]; exact Derivation.map_one_eq_zero _
      · rw [pderiv_X_of_ne hj, map_zero]
    -- Δ(x_i H) = 2 ∂_i H
    have h1 : laplacian (X i * H) = 2 * pderiv i H := by
      have hL := h.2
      simp only [laplacian, Fin.sum_univ_three] at hδ2 hL
      simp only [laplacian, Fin.sum_univ_three, pderiv_mul, map_add, hX]
      linear_combination 2 * hδ2 + X i * hL
    -- Δ(r² P) = 6 P + 4 x·∇P + r² ΔP
    have h2 : ∀ P : Poly, laplacian (rsq * P)
        = 6 * P + 4 * ∑ j, X j * pderiv j P + rsq * laplacian P := by
      intro P
      have hr : ∀ j, pderiv j rsq = X j + X j := fun j => by rw [pderiv_rsq, two_mul]
      simp only [laplacian, Fin.sum_univ_three, pderiv_mul, map_add, hr, pderiv_X_self]
      ring
    have h3 : laplacian (raised l i H) = laplacian (X i * H)
        - C (1 / (2 * (l : ℝ) + 1)) * laplacian (rsq * pderiv i H) := by
      simp only [laplacian, raised, map_sub, pderiv_C_mul, Fin.sum_univ_three]; ring
    have hne : (2 * (l : ℝ) + 1) ≠ 0 := by positivity
    have hc : (C (1 / (2 * (l : ℝ) + 1)) : Poly) * (2 * (l : Poly) + 1) = 1 := by
      have e : (2 * (l : Poly) + 1) = C (2 * (l : ℝ) + 1) := by
        simp only [map_add, map_mul, map_natCast, map_one, map_ofNat]
      rw [e, ← C_mul, one_div, inv_mul_cancel₀ hne, map_one]
    rw [h3, h1, h2, laplacian_pderiv, h.2, map_zero]
    linear_combination (-4 * C (1 / (2 * (l : ℝ) + 1))) * hE - 2 * pderiv i H * hc

/-- The polynomial `xy` is a solid harmonic of degree 2. -/
theorem solidHarmonic_witness : IsSolidHarmonic 2 (X 0 * X 1) := by
  refine ⟨(isHomogeneous_X ℝ 0).mul (isHomogeneous_X ℝ 1), ?_⟩
  simp [laplacian, Fin.sum_univ_three, pderiv_X, Pi.single_apply]

end

end GradientFormula
```

```lean
#print axioms GradientFormula.gradient_formula
#print axioms GradientFormula.radial_factorisation
#print axioms GradientFormula.pderiv_solidHarmonic
#print axioms GradientFormula.raised_solidHarmonic
```

```
'GradientFormula.gradient_formula' depends on axioms: [propext, Classical.choice, Quot.sound]
'GradientFormula.radial_factorisation' depends on axioms: [propext, Classical.choice, Quot.sound]
'GradientFormula.pderiv_solidHarmonic' depends on axioms: [propext, Classical.choice, Quot.sound]
'GradientFormula.raised_solidHarmonic' depends on axioms: [propext, Classical.choice, Quot.sound]
```

## Notes on the proof

`pderiv_swap` and `hasPartial_eval` are proved by induction on the polynomial, through constants, sums and products with one coordinate. The first commutes formal derivatives. The second shows that the formal derivative evaluates to the true partial derivative, with the product rule in the last case. `pderiv_rsq` is ∂_i r² = 2x_i, and `hasPartial_radius` takes the square root of r², which is positive since some coordinate is nonzero, to get r > 0 and ∂_i r = x_i/r.

In `gradient_formula`, `hfR` is the chain rule for f(r), and `h` applies the product, power and quotient rules, which yields the first line of the derivation over the denominator (r^l)². The power rule produces l r^(l−1) with subtraction of natural numbers, and `hp` rewrites it as l r^l/r, treating l = 0 separately. `hA` evaluates A_i. After r^l is replaced by a nonzero symbol `q`, `field_simp` and `ring` do the regrouping of terms.

In `radial_factorisation`, `key` differentiates f′ + c f/r for any constant c. The choices c = −l and c = l+1 give g′ and k′ as `h1` and `h2`, and clearing denominators finishes each identity.

`laplacian_pderiv` states Δ∂_i = ∂_iΔ, from which `pderiv_solidHarmonic` follows together with the drop in degree. In `raised_solidHarmonic`, `hE` is the differentiated Euler identity, in which `hδ1` collapses the Kronecker sum; `hδ2` does the same later in the Laplacian of x_i H. Homogeneity splits on l. At l = 0 the degree `l - 1` is truncated to 0, so Euler's identity for P gives Σ_j x_j ∂_jP = 0 and `hE` then yields P = 0. For harmonicity, `h1` and `h2` are the two Laplacians above, `h3` is linearity, and `hc` says that the constant c = 1/(2l+1) times 2l+1 is 1. The closing `linear_combination` obtains 2P − c(6P + 4 Σ_j x_j ∂_jP) = 0 as −4c times `hE` minus 2P times `hc`. `solidHarmonic_witness` multiplies two homogeneous polynomials of degree 1 and computes the Laplacian of x₀x₁ directly.
